# In a three-level valence-band model with positive spin-orbit splitting, opposite nonzero biaxial strains split the heavy and light holes unequally

Biaxial strain separates the heavy-hole and light-hole levels at the zone centre. Its size enters through the strain energy $Q$, a deformation potential times the shear part of the strain, and all levels are given as electron energies. Set the spin-orbit splitting to $D=1$ and compare $Q=1$ with $Q=-1$. The heavy hole has energy $-Q$. The light hole and the split-off state share the matrix

$$B(Q)=\begin{pmatrix} Q & \sqrt2\,Q\\ \sqrt2\,Q & -D\end{pmatrix}.$$

At $Q=1$ its upper eigenvalue is $\sqrt3$, so the light hole lies $\sqrt3+1\approx 2.732$ above the heavy hole. At $Q=-1$ the upper eigenvalue is $\sqrt2-1$ and the heavy hole is at $+1$, so the light hole lies $2-\sqrt2\approx 0.586$ below it. With the off-diagonal elements removed, the two separations would both be $2$. The coupling to the split-off state raises the light hole in both cases. This widens the gap when the light hole is on top and narrows it when the heavy hole is on top.

## The sum of the two splittings and its bounds

For $D>0$ and real $Q$, the upper eigenvalue of $B(Q)$ is

$$L(Q)=\tfrac12\left(Q-D+\sqrt{D^2+2QD+9Q^2}\right).$$

The signed splitting is $S(Q)=L(Q)+Q$, light hole minus heavy hole. Write $A(Q)=S(Q)+S(-Q)$ for the asymmetry. It has the closed form

$$A(Q)=\sqrt{\tfrac12\left(D^2+9Q^2+\sqrt{D^4+14D^2Q^2+81Q^4}\right)}-D,$$

and for $Q\neq0$ it satisfies $A(Q)>0$ together with

$$\frac{4Q^2}{D}-\frac{8Q^4}{D^3}<A(Q)<\frac{4Q^2}{D}.$$

For $Q>0$ it follows that $|S(-Q)|<S(Q)$.

In the limit of weak strain, $|Q|\ll D$, the bounds fix the leading behaviour $A(Q)\approx 4Q^2/D$. At $D=1$, $Q=0.1$ they give $0.0392<A<0.04$, and the value is about $0.0396$.

## Checking a strained band-edge routine

In a non-interacting band model restricted to the zone centre, this result measures what is lost by leaving out the split-off state. A code that sets the heavy-hole/light-hole splitting to $2Q$ gets zero for the sum over opposite strains. The full block gives a positive sum, smaller than $4Q^2/D$.

A routine that keeps the block can be run at $Q$ and $-Q$ and compared with the closed form. The comparison is sensitive to the size of the coupling: with $Q$ in place of $\sqrt2\,Q$ off the diagonal, the leading term would be $2Q^2/D$. It is blind to a reversed sign convention for the strain, because $A$ is even in $Q$. The inequality $|S(-Q)|<S(Q)$ does notice that reversal.

The splittings must be taken with their signs. If the three levels are sorted from highest to lowest and the second is subtracted from the first, the result is $|S|$, because the heavy hole is the top level for $Q<0$. The sum of two such numbers is not $A$.

## Derivation from the secular equation

An eigenvalue $\lambda$ of $B(Q)$ satisfies $(Q-\lambda)(-D-\lambda)-2Q^2=0$, that is,

$$(\lambda-Q)(\lambda+D)=2Q^2.$$

Expanding gives $\lambda^2+(D-Q)\lambda-QD-2Q^2=0$. The discriminant is $(D-Q)^2+4QD+8Q^2=D^2+2QD+9Q^2$, and the larger root is $L(Q)$. Below, $L$ stands for $L(Q)$.

The sum $L+D$ is positive. It equals $\tfrac12\left(Q+D+\sqrt{(Q+D)^2+8Q^2}\right)$. If $Q+D>0$ this is clear. If $Q+D\le0$, then $Q<0$, so the root is strictly larger than $|Q+D|$.

The vector $(L+D,\ \sqrt2\,Q)$ is an eigenvector. The first component of its image under $B(Q)$ is $Q(L+D)+2Q^2=Q(L+D)+(L-Q)(L+D)=L(L+D)$. The second is $\sqrt2\,Q(L+D)-\sqrt2\,QD=L\sqrt2\,Q$. The normalised state is this vector divided by $\sqrt{(L+D)^2+2Q^2}$, and its split-off weight is $2Q^2/\left((L+D)^2+2Q^2\right)$.

No real state has a higher energy. For amplitudes $x=(x_0,x_1)$,

$$\begin{aligned}
&(L+D)\left[L(x_0^2+x_1^2)-\left(Qx_0^2+2\sqrt2\,Qx_0x_1-Dx_1^2\right)\right]\\
&\quad=(L+D)(L-Q)x_0^2-2\sqrt2\,Q(L+D)x_0x_1+(L+D)^2x_1^2\\
&\quad=\left(\sqrt2\,Qx_0-(L+D)x_1\right)^2\ge0,
\end{aligned}$$

where the last equality uses the secular relation. Dividing by $L+D>0$ gives the bound.

For the asymmetry, let

$$p=\sqrt{D^2+2QD+9Q^2},\qquad m=\sqrt{D^2-2QD+9Q^2}.$$

Then $S(Q)=\tfrac12(3Q-D+p)$ and $S(-Q)=\tfrac12(-3Q-D+m)$. The linear terms cancel in the sum, which leaves $A=\tfrac12(p+m)-D$. Since $p^2+m^2=2D^2+18Q^2$,

$$\left(\frac{p+m}{2}\right)^2=\frac{D^2+9Q^2+pm}{2}.$$

The product is $pm=R$ with

$$R^2=(D^2+9Q^2)^2-4Q^2D^2=D^4+14D^2Q^2+81Q^4.$$

Both $p$ and $m$ are nonnegative, so taking roots gives the closed form. For $Q\neq0$ we have $R>D^2$. The outer radicand therefore exceeds $D^2$, and $A>0$.

For the bounds, put $t=Q^2/D>0$. Then $R^2=D^4+14tD^3+81t^2D^2$. Comparing squares,

$$\begin{aligned}
(D^2+7tD)^2&=D^4+14tD^3+49t^2D^2<R^2,\\
(D^2+7tD+16t^2)^2&=R^2+224t^3D+256t^4>R^2.
\end{aligned}$$

From $(A+D)^2=\tfrac12(D^2+9tD+R)$ and the upper estimate of $R$,

$$(A+D)^2<D^2+8tD+8t^2<(D+4t)^2,$$

so $A<4t=4Q^2/D$. The lower estimate of $R$ gives $(A+D)^2>D^2+8tD$, or $A^2+2AD>8tD$. Since $0<A<4t$, we have $A^2<16t^2$, hence $2AD>8tD-16t^2$ and

$$A>4t-\frac{8t^2}{D}=\frac{4Q^2}{D}-\frac{8Q^4}{D^3}.$$

Finally, let $Q>0$. Then $p>m$, so $S(Q)-S(-Q)=3Q+\tfrac12(p-m)>0$. Positivity of $A$ gives $-S(Q)<S(-Q)$. Together these say $|S(-Q)|<S(Q)$.

## Lean definitions and theorems

```lean
import Mathlib

open Matrix

namespace StrainSplittingAsymmetry

noncomputable section

/-- The light-hole and split-off block at strain energy `Q` and spin-orbit splitting `D`. -/
def block (D Q : ℝ) : Matrix (Fin 2) (Fin 2) ℝ :=
  !![Q, √2 * Q; √2 * Q, -D]

/-- The heavy-hole energy at strain energy `Q`. -/
def heavyHole (Q : ℝ) : ℝ := -Q

/-- The light-hole energy, the upper level of the light-hole and split-off block for `D > 0`. -/
def lightHole (D Q : ℝ) : ℝ :=
  (Q - D + √(D ^ 2 + 2 * Q * D + 9 * Q ^ 2)) / 2

/-- The signed splitting: light-hole energy minus heavy-hole energy. -/
def splitting (D Q : ℝ) : ℝ := lightHole D Q - heavyHole Q

/-- The sum of the signed splittings at two opposite strains. -/
def asymmetry (D Q : ℝ) : ℝ := splitting D Q + splitting D (-Q)

/-- The secular relation between the light-hole energy, the strain and the spin-orbit splitting. -/
theorem lightHole_secular (D Q : ℝ) :
    (lightHole D Q - Q) * (lightHole D Q + D) = 2 * Q ^ 2 := by
  have h : 0 ≤ D ^ 2 + 2 * Q * D + 9 * Q ^ 2 := by
    nlinarith [sq_nonneg (D + Q), sq_nonneg Q]
  have h2 := Real.sq_sqrt h
  unfold lightHole
  linear_combination (1 / 4) * h2

/-- For `D > 0`, the light-hole energy lies strictly above the unstrained split-off energy `-D`. -/
theorem lightHole_add_pos {D : ℝ} (hD : 0 < D) (Q : ℝ) : 0 < lightHole D Q + D := by
  have h : -(Q + D) < √(D ^ 2 + 2 * Q * D + 9 * Q ^ 2) := by
    rcases lt_or_ge 0 (Q + D) with h | h
    · linarith [Real.sqrt_nonneg (D ^ 2 + 2 * Q * D + 9 * Q ^ 2)]
    · have hne : Q ≠ 0 := (by linarith : Q < 0).ne
      have hq : 0 < Q ^ 2 := by positivity
      exact Real.lt_sqrt_of_sq_lt (by nlinarith)
  unfold lightHole
  linarith

/-- The vector with components `lightHole D Q + D` and `√2 * Q` satisfies the eigenvector equation
of the block with eigenvalue `lightHole D Q`. -/
theorem lightHole_eigenstate (D Q : ℝ) :
    block D Q *ᵥ ![lightHole D Q + D, √2 * Q] =
      lightHole D Q • ![lightHole D Q + D, √2 * Q] := by
  have h := lightHole_secular D Q
  have s : √2 ^ 2 = (2 : ℝ) := Real.sq_sqrt (by norm_num)
  ext i
  fin_cases i
  · simp [block, Matrix.mulVec, dotProduct, Fin.sum_univ_two]
    linear_combination -h + Q ^ 2 * s
  · simp [block, Matrix.mulVec, dotProduct, Fin.sum_univ_two]
    ring

/-- No real state of the block has an energy expectation value above the light-hole energy. -/
theorem lightHole_variational {D : ℝ} (hD : 0 < D) (Q : ℝ) (x : Fin 2 → ℝ) :
    x ⬝ᵥ (block D Q *ᵥ x) ≤ lightHole D Q * (x ⬝ᵥ x) := by
  have h := lightHole_secular D Q
  have s : √2 ^ 2 = (2 : ℝ) := Real.sq_sqrt (by norm_num)
  have e1 : x ⬝ᵥ (block D Q *ᵥ x) =
      Q * x 0 ^ 2 + 2 * √2 * Q * x 0 * x 1 - D * x 1 ^ 2 := by
    simp [block, Matrix.mulVec, dotProduct, Fin.sum_univ_two]
    ring
  have e2 : x ⬝ᵥ x = x 0 ^ 2 + x 1 ^ 2 := by
    simp only [dotProduct, Fin.sum_univ_two]
    ring
  rw [e1, e2]
  refine le_of_mul_le_mul_left ?_ (lightHole_add_pos hD Q)
  -- the difference of the two sides is a complete square
  have key : (lightHole D Q + D) * (lightHole D Q * (x 0 ^ 2 + x 1 ^ 2)) -
      (lightHole D Q + D) * (Q * x 0 ^ 2 + 2 * √2 * Q * x 0 * x 1 - D * x 1 ^ 2) =
      (√2 * Q * x 0 - (lightHole D Q + D) * x 1) ^ 2 := by
    linear_combination x 0 ^ 2 * h - Q ^ 2 * x 0 ^ 2 * s
  linarith [sq_nonneg (√2 * Q * x 0 - (lightHole D Q + D) * x 1)]

/-- Closed form of the sum of the splittings at opposite strains. -/
theorem asymmetry_eq (D Q : ℝ) :
    asymmetry D Q =
      √((D ^ 2 + 9 * Q ^ 2 + √(D ^ 4 + 14 * D ^ 2 * Q ^ 2 + 81 * Q ^ 4)) / 2) - D := by
  have hp : 0 ≤ D ^ 2 + 2 * Q * D + 9 * Q ^ 2 := by
    nlinarith [sq_nonneg (D + Q), sq_nonneg Q]
  have hm : 0 ≤ D ^ 2 + 2 * (-Q) * D + 9 * (-Q) ^ 2 := by
    nlinarith [sq_nonneg (D - Q), sq_nonneg Q]
  have p2 := Real.sq_sqrt hp
  have m2 := Real.sq_sqrt hm
  have p0 := Real.sqrt_nonneg (D ^ 2 + 2 * Q * D + 9 * Q ^ 2)
  have m0 := Real.sqrt_nonneg (D ^ 2 + 2 * (-Q) * D + 9 * (-Q) ^ 2)
  unfold asymmetry splitting lightHole heavyHole
  set p := √(D ^ 2 + 2 * Q * D + 9 * Q ^ 2)
  set m := √(D ^ 2 + 2 * (-Q) * D + 9 * (-Q) ^ 2)
  -- the inner root is the product of the two level roots, the outer one their mean
  have hR : √(D ^ 4 + 14 * D ^ 2 * Q ^ 2 + 81 * Q ^ 4) = p * m := by
    have e : D ^ 4 + 14 * D ^ 2 * Q ^ 2 + 81 * Q ^ 4 = (p * m) ^ 2 := by
      rw [mul_pow, p2, m2]
      ring
    rw [e, Real.sqrt_sq (mul_nonneg p0 m0)]
  have hW : √((D ^ 2 + 9 * Q ^ 2 + p * m) / 2) = (p + m) / 2 := by
    have e : (D ^ 2 + 9 * Q ^ 2 + p * m) / 2 = ((p + m) / 2) ^ 2 := by
      linear_combination (-1 / 4) * p2 + (-1 / 4) * m2
    rw [e, Real.sqrt_sq (by linarith)]
  rw [hR, hW]
  ring

/-- At any nonzero strain the splittings at `Q` and `-Q` have a strictly positive sum. -/
theorem asymmetry_pos {D Q : ℝ} (hD : 0 < D) (hQ : Q ≠ 0) : 0 < asymmetry D Q := by
  have hq : 0 < Q ^ 2 := by positivity
  have h4 : 0 < 14 * D ^ 2 * Q ^ 2 + 81 * Q ^ 4 := by positivity
  have hR : D ^ 2 < √(D ^ 4 + 14 * D ^ 2 * Q ^ 2 + 81 * Q ^ 4) :=
    Real.lt_sqrt_of_sq_lt (by nlinarith)
  rw [asymmetry_eq, sub_pos]
  exact Real.lt_sqrt_of_sq_lt (by linarith)

/-- For `Q > 0` the splitting at strain `Q` is strictly larger than the magnitude of the
splitting at the opposite strain `-Q`. -/
theorem opposite_strains_split_asymmetrically {D Q : ℝ} (hD : 0 < D) (hQ : 0 < Q) :
    |splitting D (-Q)| < splitting D Q := by
  have hs := asymmetry_pos hD hQ.ne'
  unfold asymmetry at hs
  have hm : 0 ≤ D ^ 2 + 2 * (-Q) * D + 9 * (-Q) ^ 2 := by
    nlinarith [sq_nonneg (D - Q), sq_nonneg Q]
  have hr : √(D ^ 2 + 2 * (-Q) * D + 9 * (-Q) ^ 2) < √(D ^ 2 + 2 * Q * D + 9 * Q ^ 2) :=
    Real.sqrt_lt_sqrt hm (by nlinarith [mul_pos hQ hD])
  refine abs_lt.mpr ⟨by linarith, ?_⟩
  unfold splitting lightHole heavyHole
  linarith

/-- For `D > 0` and `Q ≠ 0`, the asymmetry lies below `4 Q² / D` and differs from it by less than `8
Q⁴ / D³`. -/
theorem asymmetry_bounds {D Q : ℝ} (hD : 0 < D) (hQ : Q ≠ 0) :
    4 * Q ^ 2 / D - 8 * Q ^ 4 / D ^ 3 < asymmetry D Q ∧ asymmetry D Q < 4 * Q ^ 2 / D := by
  have hA := asymmetry_pos hD hQ
  have hE := asymmetry_eq D Q
  -- measure the strain by t = Q² / D
  obtain ⟨t, ht⟩ : ∃ t, t = Q ^ 2 / D := ⟨_, rfl⟩
  have t0 : 0 < t := by rw [ht]; positivity
  have hQ2 : Q ^ 2 = t * D := by rw [ht]; field_simp
  have hQ4 : Q ^ 4 = t ^ 2 * D ^ 2 := by
    rw [show Q ^ 4 = (Q ^ 2) ^ 2 by ring, hQ2]
    ring
  have e1 : 4 * Q ^ 2 / D = 4 * t := by rw [ht]; ring
  have e2 : 8 * Q ^ 4 / D ^ 3 = 8 * t ^ 2 / D := by rw [hQ4]; field_simp
  have a1 : 0 < t ^ 2 * D ^ 2 := by positivity
  have a2 : 0 < t ^ 3 * D := by positivity
  have a3 : 0 < t ^ 4 := by positivity
  have a4 : 0 < t ^ 2 := by positivity
  have hlo : D ^ 2 + 7 * t * D < √(D ^ 4 + 14 * D ^ 2 * Q ^ 2 + 81 * Q ^ 4) :=
    Real.lt_sqrt_of_sq_lt (by rw [hQ4, hQ2]; nlinarith)
  have hhi : √(D ^ 4 + 14 * D ^ 2 * Q ^ 2 + 81 * Q ^ 4) < D ^ 2 + 7 * t * D + 16 * t ^ 2 := by
    rw [Real.sqrt_lt' (by positivity), hQ4, hQ2]
    nlinarith
  set R := √(D ^ 4 + 14 * D ^ 2 * Q ^ 2 + 81 * Q ^ 4)
  have hX : 0 ≤ (D ^ 2 + 9 * Q ^ 2 + R) / 2 := by positivity
  have hW : √((D ^ 2 + 9 * Q ^ 2 + R) / 2) < D + 4 * t := by
    rw [Real.sqrt_lt' (by positivity)]
    nlinarith
  have hup : asymmetry D Q < 4 * t := by linarith
  have hsq : (asymmetry D Q + D) ^ 2 = (D ^ 2 + 9 * Q ^ 2 + R) / 2 := by
    rw [hE, sub_add_cancel, Real.sq_sqrt hX]
  have hA2 : asymmetry D Q ^ 2 < 16 * t ^ 2 := by nlinarith
  rw [e1, e2]
  refine ⟨?_, hup⟩
  -- feed the upper bound back into the quadratic relation
  have hl : 4 * t - asymmetry D Q < 8 * t ^ 2 / D := by
    rw [lt_div_iff₀ hD]
    nlinarith
  linarith

end

end StrainSplittingAsymmetry
```

```lean
#print axioms StrainSplittingAsymmetry.lightHole_eigenstate
#print axioms StrainSplittingAsymmetry.lightHole_variational
#print axioms StrainSplittingAsymmetry.opposite_strains_split_asymmetrically
#print axioms StrainSplittingAsymmetry.asymmetry_bounds
```

```
'StrainSplittingAsymmetry.lightHole_eigenstate' depends on axioms: [propext, Classical.choice, Quot.sound]
'StrainSplittingAsymmetry.lightHole_variational' depends on axioms: [propext, Classical.choice, Quot.sound]
'StrainSplittingAsymmetry.opposite_strains_split_asymmetrically' depends on axioms: [propext, Classical.choice, Quot.sound]
'StrainSplittingAsymmetry.asymmetry_bounds' depends on axioms: [propext, Classical.choice, Quot.sound]
```

## How the Lean proof follows the algebra

`lightHole_secular` squares the root in the definition of `lightHole`, after checking that the radicand is nonnegative, and `linear_combination` supplies the remaining algebra. `lightHole_add_pos` makes the same case distinction on the sign of $Q+D$ as above. `lightHole_eigenstate` checks the two components separately: the first needs the secular relation and $(\sqrt2)^2=2$, the second only `ring`. In `lightHole_variational`, the equation `key` is the completed square, and `le_of_mul_le_mul_left` removes the positive factor $L+D$.

In `asymmetry_eq`, the names `p` and `m` are those of the derivation. The step `hR` identifies the inner root with `p * m`, and `hW` identifies the outer root with `(p + m) / 2`. `asymmetry_pos` then applies `Real.lt_sqrt_of_sq_lt` twice, first to the inner root and then to the outer one.

`opposite_strains_split_asymmetrically` uses `abs_lt` to turn the absolute value into two inequalities. One comes from `asymmetry_pos`, the other from the monotonicity of the square root.

`asymmetry_bounds` introduces `t` and rewrites $Q^2$ and $Q^4$ in terms of it. The facts `hlo` and `hhi` are the two estimates of $R$, and `hup` is the upper bound on the asymmetry. The step `hl` feeds that upper bound back into the quadratic relation `hsq` to obtain the lower one, with `nlinarith` doing the polynomial comparisons.

## Energies, states and strains covered by the theorems

The real numbers `D` and `Q` are energies in the same unit. `block D Q` is $B(Q)$, with index `0` for the light-hole basis state and index `1` for the split-off basis state. Energies are electron energies: without strain, the heavy and light holes sit at zero and the split-off state at $-D$. The functions `heavyHole`, `lightHole`, `splitting` and `asymmetry` are $-Q$, $L$, $S$ and $A$.

`lightHole` is defined by its square-root formula, and two theorems connect it to the matrix. `lightHole_eigenstate` gives the eigenvector equation for all real `D` and `Q`; for `D > 0`, `lightHole_add_pos` ensures that the vector is nonzero. `lightHole_variational` says that, for `D > 0`, the expectation value in any real vector `x` is at most $L$ times `x ⬝ᵥ x`, so no normalisation is required. Together they identify $L$ as the largest eigenvalue. The name light hole follows this upper level at every strain. For $Q<-D$ its split-off weight exceeds one half, and a routine that labels levels by their main component would call the lower level of the block the light hole.

The closed form `asymmetry_eq` holds for all real `D` and `Q`. Positivity and the two-sided bound assume `D > 0` and `Q ≠ 0`; at zero strain the asymmetry vanishes. The comparison of magnitudes assumes `D > 0` and `Q > 0`. None of these theorems requires the strain to be small, although the lower bound is positive only for $Q^2<D^2/2$.

The matrix and the heavy-hole energy are postulated, not derived from a crystal Hamiltonian. They stand for the zone-centre valence levels under a biaxial strain that leaves the heavy hole uncoupled, with $Q$ a deformation potential times the shear part of the strain. Reversing the strain means $Q\to-Q$, which presumes that $Q$ is linear in the strain. A hydrostatic shift common to all three levels would drop out of $S$. Finite wavevector, quantum confinement, shear components that mix heavy and light holes, and coupling to the conduction band are absent from the model.

The theorems concern exact real numbers and say nothing about rounding. In floating-point arithmetic the closed form subtracts $D$ from a number close to $D$ when $|Q|\ll D$, so the small difference loses relative accuracy. The two bounds avoid this cancellation, but they differ from each other by a relative amount of about $2Q^2/D^2$. When the strain is so weak that the rounding error exceeds this difference, they are the better reference.
